# In a connected level scheme, emission and absorption branching ratios fix relative line strengths

Let $U$ be the set of upper levels and $L$ the set of lower levels. The relation $E(u,l)$ says that the line between $u\in U$ and $l\in L$ is allowed, and $S(u,l)$ and $T(u,l)$ are two candidate sets of line strengths. For an electric-dipole line, the strength is the squared modulus of the transition dipole, summed over the degenerate states of both levels. A level is either upper or lower, never both, so cascades through intermediate levels are not covered.

In Lean 4 with Mathlib:

```lean
import Mathlib

open Finset

namespace LineStrengthBranching

noncomputable section

variable {U L : Type*}
```

`U` and `L` are arbitrary types, one element per level. They need not be finite until branching fractions are summed.

```lean
/-- The level scheme: upper and lower levels are vertices, and each allowed line `E u l`
joins its upper level to its lower level. -/
def levelGraph (E : U → L → Prop) : SimpleGraph (U ⊕ L) :=
  SimpleGraph.fromRel (fun x y => ∃ u l, x = Sum.inl u ∧ y = Sum.inr l ∧ E u l)
```

The levels are the vertices of a graph. `U ⊕ L` is the disjoint union of the two sets, with `Sum.inl u` an upper level and `Sum.inr l` a lower one. The edges are the allowed lines.

```lean
/-- A set of line strengths: positive on every allowed line. -/
def IsStrength (E : U → L → Prop) (S : U → L → ℝ) : Prop :=
  ∀ u l, E u l → 0 < S u l
```

Strengths are real functions on all pairs, but only their values on allowed lines matter, and there they must be positive.

```lean
/-- Two sets of strengths have the same ratio for any two lines that share an upper level,
and for any two lines that share a lower level. -/
def SameRatios (E : U → L → Prop) (S T : U → L → ℝ) : Prop :=
  (∀ u l l', E u l → E u l' → S u l / S u l' = T u l / T u l') ∧
  (∀ u u' l, E u l → E u' l → S u l / S u' l = T u l / T u' l)
```

`SameRatios` has one clause for each kind of shared level:

$$\frac{S(u,l)}{S(u,l')}=\frac{T(u,l)}{T(u,l')},\qquad \frac{S(u,l)}{S(u',l)}=\frac{T(u,l)}{T(u',l)}.$$

```lean
/-- Every line that starts or ends at the given level has `T = c S`. -/
def ScaledAt (E : U → L → Prop) (S T : U → L → ℝ) (c : ℝ) : U ⊕ L → Prop
  | Sum.inl u => ∀ l, E u l → T u l = c * S u l
  | Sum.inr l => ∀ u, E u l → T u l = c * S u l
```

`ScaledAt E S T c x` says that $T=cS$ on every line touching level $x$.

```lean
open Classical in
/-- Emission branching fraction of the line `u → l`: its share of the decay rate of `u`,
with rates proportional to frequency cubed times line strength. -/
def emissionFraction [Fintype L] (E : U → L → Prop) (ν S : U → L → ℝ) (u : U) (l : L) : ℝ :=
  ν u l ^ 3 * S u l / ∑ k ∈ univ.filter (fun k => E u k), ν u k ^ 3 * S u k
```

With $\nu(u,l)$ the line frequency, the emission fraction is $\nu^3S$ divided by its sum over all allowed lines from $u$. For lines from the same upper level, the electric-dipole spontaneous rate is proportional to $\nu^3S$; non-radiative decay is left out. The statistical weight of $u$ cancels.

```lean
open Classical in
/-- Absorption branching fraction of the line `l → u`: its share of the absorption from `l`,
with absorption proportional to frequency times line strength. -/
def absorptionFraction [Fintype U] (E : U → L → Prop) (ν S : U → L → ℝ) (u : U) (l : L) : ℝ :=
  ν u l * S u l / ∑ k ∈ univ.filter (fun k => E k l), ν k l * S k l
```

The absorption fraction is $\nu S$ divided by its sum over the lines from $l$. Absorption here means the cross-section integrated over the line, which for lines from the same lower level is proportional to $\nu S$, like the oscillator strength. The weight of $l$ cancels.

## Carrying a scale factor along the lines

```lean
variable {E : U → L → Prop} {S T : U → L → ℝ}

/-- An allowed line joins its two levels in the level scheme. -/
theorem adj_of_line {u : U} {l : L} (h : E u l) :
    (levelGraph E).Adj (Sum.inl u) (Sum.inr l) := by
  unfold levelGraph
  rw [SimpleGraph.fromRel_adj]
  exact ⟨by simp, Or.inl ⟨u, l, rfl, rfl, h⟩⟩
```

An allowed line is an edge of the graph.

```lean
/-- If two lines have the same strength ratio in both sets, the scale factor of one line
is also that of the other. -/
theorem scale_transfer {s s' t t' c : ℝ} (hs : 0 < s) (ht : 0 < t)
    (h : s' / s = t' / t) (h1 : t = c * s) : t' = c * s' := by
  rw [div_eq_div_iff hs.ne' ht.ne'] at h
  apply mul_right_cancel₀ hs.ne'
  linear_combination s' * h1 - h
```

Let $s'/s=t'/t$ and $t=cs$. Cross-multiplying gives $s't=t's$, hence $s'cs=t's$, and dividing by $s>0$ gives $t'=cs'$. The tactic `linear_combination` checks such algebra from the named equations.

```lean
/-- With equal ratios at every level, a scale factor valid at one level is valid at every
level that a chain of lines connects to it. -/
theorem scaledAt_of_reachable (hS : IsStrength E S) (hT : IsStrength E T)
    (h : SameRatios E S T) {c : ℝ} {x y : U ⊕ L} (hxy : (levelGraph E).Reachable x y) :
    ScaledAt E S T c x → ScaledAt E S T c y := by
  -- one step along a single line
  have step : ∀ a b : U ⊕ L, (levelGraph E).Adj a b →
      ScaledAt E S T c a → ScaledAt E S T c b := by
    intro a b hab ha
    unfold levelGraph at hab
    rw [SimpleGraph.fromRel_adj] at hab
    rcases hab with ⟨-, ⟨u, l, rfl, rfl, hE⟩ | ⟨u, l, rfl, rfl, hE⟩⟩
    · have h1 : T u l = c * S u l := ha l hE
      show ∀ u', E u' l → T u' l = c * S u' l
      intro u' hu'
      exact scale_transfer (hS _ _ hE) (hT _ _ hE) (h.2 u' u l hu' hE) h1
    · have h1 : T u l = c * S u l := ha u hE
      show ∀ l', E u l' → T u l' = c * S u l'
      intro l' hl'
      exact scale_transfer (hS _ _ hE) (hT _ _ hE) (h.1 u l' l hl' hE) h1
  -- induction along the chain
  obtain ⟨w⟩ := hxy
  induction w with
  | nil => exact id
  | cons hadj _ ih => exact fun hx => ih (step _ _ hadj hx)
```

Suppose $T=cS$ on all lines at $u$, and let $u$ be joined to $l$. Then $T(u,l)=cS(u,l)$. For any other line $(u',l)$, the equal ratios at $l$ and the previous lemma give $T(u',l)=cS(u',l)$, so $l$ is scaled by the same $c$. The step from a lower to an upper level is identical; these are the two cases of `rcases`. Induction along the chain of lines does the rest.

## Equal ratios mean one overall constant

```lean
/-- In a connected level scheme, two sets of line strengths have equal ratios at every level
exactly when they differ by one positive overall constant. -/
theorem sameRatios_iff_proportional (hconn : (levelGraph E).Preconnected)
    (hS : IsStrength E S) (hT : IsStrength E T) :
    SameRatios E S T ↔ ∃ c : ℝ, 0 < c ∧ ∀ u l, E u l → T u l = c * S u l := by
  constructor
  · intro h
    by_cases he : ∃ u l, E u l
    · obtain ⟨u₀, l₀, h₀⟩ := he
      have hne : S u₀ l₀ ≠ 0 := (hS _ _ h₀).ne'
      have hc : T u₀ l₀ = T u₀ l₀ / S u₀ l₀ * S u₀ l₀ := by field_simp
      -- the reference line fixes the constant at its upper level
      have base : ScaledAt E S T (T u₀ l₀ / S u₀ l₀) (Sum.inl u₀) := by
        show ∀ l, E u₀ l → T u₀ l = T u₀ l₀ / S u₀ l₀ * S u₀ l
        intro l hl
        exact scale_transfer (hS _ _ h₀) (hT _ _ h₀) (h.1 u₀ l l₀ hl h₀) hc
      refine ⟨T u₀ l₀ / S u₀ l₀, div_pos (hT _ _ h₀) (hS _ _ h₀), fun u l hul => ?_⟩
      exact scaledAt_of_reachable hS hT h (hconn (Sum.inl u₀) (Sum.inl u)) base l hul
    · exact ⟨1, one_pos, fun u l hul => absurd ⟨u, l, hul⟩ he⟩
  · rintro ⟨c, hc, h⟩
    constructor
    · intro u l l' h1 h2
      rw [h u l h1, h u l' h2, mul_div_mul_left _ _ hc.ne']
    · intro u u' l h1 h2
      rw [h u l h1, h u' l h2, mul_div_mul_left _ _ hc.ne']
```

`Preconnected` means that a chain of lines joins any two levels. The theorem says that equal ratios hold exactly when $T=cS$ on all lines for one $c>0$.

Forwards, pick a line $(u_0,l_0)$ and set $c=T(u_0,l_0)/S(u_0,l_0)>0$. Equal ratios at $u_0$ give $T=cS$ on all its lines, and connectedness carries $c$ to every level. If there are no lines, $c=1$ serves. Backwards, $c$ cancels in each ratio.

In the smallest case with a line, a single line, every ratio is $1$ and $c$ is simply $T/S$.

## From measured fractions to strengths

```lean
/-- If two sets of positive strengths, taken with the same positive weights, give the same
normalised weighted intensities over a finite group of lines, they have the same strength ratios
within the group. -/
theorem ratio_of_fraction {ι : Type*} (s : Finset ι) (w f g : ι → ℝ)
    (hw : ∀ i ∈ s, 0 < w i) (hf : ∀ i ∈ s, 0 < f i) (hg : ∀ i ∈ s, 0 < g i)
    (h : ∀ i ∈ s, w i * f i / ∑ k ∈ s, w k * f k = w i * g i / ∑ k ∈ s, w k * g k)
    {i j : ι} (hi : i ∈ s) (hj : j ∈ s) : f i / f j = g i / g j := by
  have hF : 0 < ∑ k ∈ s, w k * f k :=
    Finset.sum_pos (fun k hk => mul_pos (hw k hk) (hf k hk)) ⟨i, hi⟩
  have hG : 0 < ∑ k ∈ s, w k * g k :=
    Finset.sum_pos (fun k hk => mul_pos (hw k hk) (hg k hk)) ⟨i, hi⟩
  -- the known weight of each line cancels
  have key : ∀ k ∈ s, f k * (∑ m ∈ s, w m * g m) = g k * (∑ m ∈ s, w m * f m) := by
    intro k hk
    have hk' := h k hk
    rw [div_eq_div_iff hF.ne' hG.ne'] at hk'
    apply mul_left_cancel₀ (hw k hk).ne'
    linear_combination hk'
  rw [div_eq_div_iff (hf j hj).ne' (hg j hj).ne']
  apply mul_right_cancel₀ hG.ne'
  linear_combination g j * key i hi - g i * key j hj
```

For a group of lines with weights $w_i$, write $F=\sum_k w_kf_k$ and $G=\sum_k w_kg_k$, both positive. Equal fractions $w_if_i/F=w_ig_i/G$ give $f_iG=g_iF$, and likewise $f_jG=g_jF$. Therefore

$$f_ig_jG=g_ig_jF=g_if_jG,$$

and dividing by $G$ gives $f_i/f_j=g_i/g_j$.

```lean
/-- In a connected scheme of finitely many levels with known positive line frequencies, equal
emission and absorption branching fractions imply equal strengths up to one positive constant. -/
theorem proportional_of_fractions [Fintype U] [Fintype L] {ν : U → L → ℝ}
    (hconn : (levelGraph E).Preconnected) (hν : ∀ u l, E u l → 0 < ν u l)
    (hS : IsStrength E S) (hT : IsStrength E T)
    (hem : ∀ u l, E u l → emissionFraction E ν S u l = emissionFraction E ν T u l)
    (hab : ∀ u l, E u l → absorptionFraction E ν S u l = absorptionFraction E ν T u l) :
    ∃ c : ℝ, 0 < c ∧ ∀ u l, E u l → T u l = c * S u l := by
  classical
  refine (sameRatios_iff_proportional hconn hS hT).1 ⟨?_, ?_⟩
  · intro u l l' h1 h2
    have hm : ∀ k ∈ univ.filter (fun k => E u k), E u k := fun k hk => (mem_filter.1 hk).2
    refine ratio_of_fraction (univ.filter (fun k => E u k)) (fun k => ν u k ^ 3)
      (fun k => S u k) (fun k => T u k) (fun k hk => pow_pos (hν u k (hm k hk)) 3)
      (fun k hk => hS u k (hm k hk)) (fun k hk => hT u k (hm k hk)) (fun k hk => ?_)
      (mem_filter.2 ⟨mem_univ _, h1⟩) (mem_filter.2 ⟨mem_univ _, h2⟩)
    have h3 := hem u k (hm k hk)
    unfold emissionFraction at h3
    convert h3
  · intro u u' l h1 h2
    have hm : ∀ k ∈ univ.filter (fun k => E k l), E k l := fun k hk => (mem_filter.1 hk).2
    refine ratio_of_fraction (univ.filter (fun k => E k l)) (fun k => ν k l)
      (fun k => S k l) (fun k => T k l) (fun k hk => hν k l (hm k hk))
      (fun k hk => hS k l (hm k hk)) (fun k hk => hT k l (hm k hk)) (fun k hk => ?_)
      (mem_filter.2 ⟨mem_univ _, h1⟩) (mem_filter.2 ⟨mem_univ _, h2⟩)
    have h3 := hab k l (hm k hk)
    unfold absorptionFraction at h3
    convert h3
```

The lemma is applied with $w=\nu^3$ at each upper level and $w=\nu$ at each lower level, and the main theorem then gives $T=cS$. So if strengths computed from transition dipoles reproduce all the measured fractions, they are correct up to one overall factor, for a finite connected scheme with exact data and known frequencies.

Absorption fractions alone would not suffice: if one upper level is joined to two lower levels, both equal $1$ whatever the strengths.

```lean
/-- In a connected level scheme, two sets of strengths with equal ratios at every level that
agree on one line agree on all lines. -/
theorem eq_of_one_absolute_strength (hconn : (levelGraph E).Preconnected)
    (hS : IsStrength E S) (hT : IsStrength E T) (h : SameRatios E S T)
    {u₀ : U} {l₀ : L} (h₀ : E u₀ l₀) (hcal : T u₀ l₀ = S u₀ l₀) :
    ∀ u l, E u l → T u l = S u l := by
  obtain ⟨c, -, hc⟩ := (sameRatios_iff_proportional hconn hS hT).1 h
  have h1 : c = 1 := by
    apply mul_right_cancel₀ (hS _ _ h₀).ne'
    linear_combination hcal - hc u₀ l₀ h₀
  intro u l hul
  rw [hc u l hul, h1, one_mul]
```

One absolute strength removes the remaining freedom: $cS(u_0,l_0)=T(u_0,l_0)=S(u_0,l_0)$ forces $c=1$.

## Two disconnected parts keep separate scales

```lean
/-- If no chain of lines connects the upper levels of two allowed lines, then some other set
of strengths has the same ratios at every level without being proportional to the first. -/
theorem not_determined_of_disconnected (hS : IsStrength E S) {u₁ u₂ : U} {l₁ l₂ : L}
    (e₁ : E u₁ l₁) (e₂ : E u₂ l₂)
    (hn : ¬ (levelGraph E).Reachable (Sum.inl u₁) (Sum.inl u₂)) :
    ∃ T : U → L → ℝ, IsStrength E T ∧ SameRatios E S T ∧
      ¬ ∃ c : ℝ, ∀ u l, E u l → T u l = c * S u l := by
  classical
  -- double all strengths in the part of the scheme that contains the first line
  obtain ⟨a, ha⟩ : ∃ a : U → ℝ, ∀ u, a u =
      if (levelGraph E).Reachable (Sum.inl u₁) (Sum.inl u) then 2 else 1 :=
    ⟨_, fun _ => rfl⟩
  have apos : ∀ u, 0 < a u := by
    intro u
    rw [ha]
    split_ifs <;> norm_num
  refine ⟨fun u l => a u * S u l, fun u l h => mul_pos (apos u) (hS u l h), ⟨?_, ?_⟩, ?_⟩
  · intro u l l' _ _
    exact (mul_div_mul_left _ _ (apos u).ne').symm
  · intro u u' l h1 h2
    have link : (levelGraph E).Reachable (Sum.inl u) (Sum.inl u') :=
      (adj_of_line h1).reachable.trans (adj_of_line h2).reachable.symm
    have haa : a u = a u' := by
      rw [ha, ha]
      exact if_congr ⟨fun r => r.trans link, fun r => r.trans link.symm⟩ rfl rfl
    show S u l / S u' l = a u * S u l / (a u' * S u' l)
    rw [haa, mul_div_mul_left _ _ (apos u').ne']
  · rintro ⟨c, hc⟩
    have h1 : a u₁ = c := mul_right_cancel₀ (hS _ _ e₁).ne' (hc u₁ l₁ e₁)
    have h2 : a u₂ = c := mul_right_cancel₀ (hS _ _ e₂).ne' (hc u₂ l₂ e₂)
    rw [ha, if_pos (SimpleGraph.Reachable.refl _)] at h1
    rw [ha, if_neg hn] at h2
    linarith

end

end LineStrengthBranching
```

Let $a(u)=2$ if $u$ can be reached from $u_1$ and $a(u)=1$ otherwise, and put $T(u,l)=a(u)S(u,l)$. At an upper level $a(u)$ cancels. Two upper levels sharing a lower level are connected through it, so they have the same $a$, which cancels again. Yet $T=2S$ on the first line and $T=S$ on the second, so no single $c$ works.

The smallest example is two lines with no common level and strengths $S=(1,1)$, $T=(2,1)$: every ratio at a level is $1$, but $T$ is not a multiple of $S$.

```lean
#print axioms LineStrengthBranching.proportional_of_fractions
-- 'LineStrengthBranching.proportional_of_fractions' depends on axioms: [propext, Classical.choice, Quot.sound]
#print axioms LineStrengthBranching.eq_of_one_absolute_strength
-- 'LineStrengthBranching.eq_of_one_absolute_strength' depends on axioms: [propext, Classical.choice, Quot.sound]
#print axioms LineStrengthBranching.not_determined_of_disconnected
-- 'LineStrengthBranching.not_determined_of_disconnected' depends on axioms: [propext, Classical.choice, Quot.sound]
```
